# An array obeys the horizontal recurrence exactly when it consists of two-centre moments of a linear functional

Two atoms sit at positions A and B on a line, and each carries unnormalised orbitals: a fixed Gaussian multiplied by a power of the signed displacement, x − A or x − B, from its own centre. Their overlaps form an array I(a,b), where a is the power at A and b the power at B. The horizontal recurrence

I(a,b+1) = I(a+1,b) + (A − B) I(a,b)

moves powers from one centre to the other, and no Gaussian exponent appears in it. How much of the Gaussian does it use, and which other arrays obey it?

```lean
import Mathlib

open Polynomial MeasureTheory

namespace HorizontalRecurrence

variable {R : Type*} [CommRing R]
```

The file loads the Mathlib library and lets `R` be any commutative ring. A physicist can read `R` as the real numbers throughout.

```lean
/-- The horizontal recurrence for centres `A` and `B`: one power is moved from the first
centre to the second, `I(a,b+1) = I(a+1,b) + (A-B) I(a,b)`. -/
def Horizontal (A B : R) (I : ℕ → ℕ → R) : Prop :=
  ∀ a b, I a (b + 1) = I (a + 1) b + (A - B) * I a b
```

`Horizontal A B I` is the statement that the array `I` obeys the recurrence for all powers a, b = 0, 1, 2, … The type `ℕ → ℕ → R` says that `I` takes two natural numbers and returns a number. The definition only names a property; it does not claim that any array has it.

## Moments about one centre fix a functional

```lean
/-- Moments about a centre `A` can be prescribed freely, and they determine the linear
functional on polynomials. -/
theorem existsUnique_functional_of_moments (A : R) (m : ℕ → R) :
    ∃! L : R[X] →ₗ[R] R, ∀ n, L ((X - C A) ^ n) = m n := by
  -- existence: shift the origin to `A`, then prescribe the values on monomials
  have hex : ∃ L : R[X] →ₗ[R] R, ∀ n, L ((X - C A) ^ n) = m n := by
    refine ⟨((basisMonomials R).constr R m) ∘ₗ
      (aeval (X + C A : R[X]) : R[X] →ₐ[R] R[X]).toLinearMap, fun n => ?_⟩
    have e : (aeval (X + C A : R[X]) : R[X] →ₐ[R] R[X]) ((X - C A) ^ n) = monomial n 1 := by
      rw [map_pow, map_sub, aeval_X, aeval_C, algebraMap_eq, add_sub_cancel_right,
        X_pow_eq_monomial]
    have h := (basisMonomials R).constr_basis R m n
    rw [coe_basisMonomials] at h
    rw [LinearMap.comp_apply, AlgHom.toLinearMap_apply, e]
    exact h
  obtain ⟨L, hL⟩ := hex
  refine ⟨L, hL, fun L' h' => LinearMap.ext fun p => ?_⟩
  have hL' : ∀ n, L' ((X - C A) ^ n) = m n := h'
  -- uniqueness: every polynomial is a polynomial in `X - A`
  have key : ∀ q : R[X], L' (q.comp (X - C A)) = L (q.comp (X - C A)) := by
    intro q
    induction q using Polynomial.induction_on' with
    | add p q hp hq => rw [add_comp, map_add, map_add, hp, hq]
    | monomial n c =>
      rw [monomial_comp, ← smul_eq_C_mul, map_smul, map_smul, hL', hL]
  have hp : (p.comp (X + C A)).comp (X - C A) = p := by
    rw [comp_assoc]
    simp
  have h := key (p.comp (X + C A))
  rwa [hp] at h
```

A linear functional L assigns a number to each polynomial, linearly; integration against a weight is the familiar example. In Lean its type is `R[X] →ₗ[R] R`, `C A` is the constant polynomial A, and `∃!` means "there is exactly one". The theorem says that for any numbers m₀, m₁, m₂, … exactly one L satisfies L((X − A)ⁿ) = mₙ for all n.

For existence, take a polynomial p, shift the origin and expand:

p(X + A) = Σₙ cₙ Xⁿ.

Define L(p) = Σₙ cₙ mₙ. The shift turns (X − A)ⁿ into Xⁿ, so L gives it the value mₙ. In the code, `aeval` performs the shift and `constr` prescribes the values on monomials.

For uniqueness, shift back:

p(X) = Σₙ cₙ (X − A)ⁿ.

Any functional with the same moments must therefore give Σₙ cₙ mₙ as well. The step `key` proves this agreement for polynomials in X − A, and `hp` says that every polynomial is one.

## The recurrence characterises two-centre moments

```lean
/-- The two-centre moments of any linear functional on polynomials obey the horizontal
recurrence. -/
theorem horizontal_of_functional (A B : R) (L : R[X] →ₗ[R] R) :
    Horizontal A B (fun a b => L ((X - C A) ^ a * (X - C B) ^ b)) := by
  intro a b
  -- the polynomial identity `X - B = (X - A) + (A - B)`
  have e : (X - C A) ^ a * (X - C B) ^ (b + 1) =
      (X - C A) ^ (a + 1) * (X - C B) ^ b +
        (A - B) • ((X - C A) ^ a * (X - C B) ^ b) := by
    rw [smul_eq_C_mul, C_sub]
    ring
  change L ((X - C A) ^ a * (X - C B) ^ (b + 1)) =
    L ((X - C A) ^ (a + 1) * (X - C B) ^ b) + (A - B) * L ((X - C A) ^ a * (X - C B) ^ b)
  rw [e, map_add, map_smul, smul_eq_mul]
```

Every functional produces an array that obeys the recurrence. Start from X − B = (X − A) + (A − B) and multiply by (X − A)ᵃ (X − B)ᵇ:

(X − A)ᵃ (X − B)ᵇ⁺¹ = (X − A)ᵃ⁺¹ (X − B)ᵇ + (A − B) (X − A)ᵃ (X − B)ᵇ.

Applying L to both sides gives the recurrence. The identity is `e`, which `ring` checks; the last line uses linearity.

```lean
/-- An array obeys the horizontal recurrence if and only if it is the array of two-centre
moments `L((X-A)^a (X-B)^b)` of exactly one linear functional `L` on polynomials. -/
theorem horizontal_iff_existsUnique_functional (A B : R) (I : ℕ → ℕ → R) :
    Horizontal A B I ↔
      ∃! L : R[X] →ₗ[R] R, ∀ a b, I a b = L ((X - C A) ^ a * (X - C B) ^ b) := by
  constructor
  · intro h
    -- the column `b = 0` fixes the functional
    obtain ⟨L, hL, huniq⟩ := existsUnique_functional_of_moments A (fun n => I n 0)
    have hcol : ∀ n, L ((X - C A) ^ n) = I n 0 := hL
    have hall : ∀ b a, I a b = L ((X - C A) ^ a * (X - C B) ^ b) := by
      intro b
      induction b with
      | zero =>
        intro a
        rw [pow_zero, mul_one, hcol]
      | succ b ih =>
        intro a
        rw [h a b, ih (a + 1), ih a]
        exact (horizontal_of_functional A B L a b).symm
    refine ⟨L, fun a b => hall b a, fun L' hL' => huniq L' fun n => ?_⟩
    simpa only [pow_zero, mul_one] using (hL' n 0).symm
  · rintro ⟨L, hL, -⟩ a b
    rw [hL a (b + 1), hL (a + 1) b, hL a b]
    exact horizontal_of_functional A B L a b
```

This is the main result. The array obeys the recurrence if and only if exactly one L satisfies

I(a,b) = L((X − A)ᵃ (X − B)ᵇ) for all a, b.

Suppose the recurrence holds. Choose the L whose moments about A are the column I(a,0), so that the formula is true at b = 0. If it is true at b for every a, then

I(a,b+1) = I(a+1,b) + (A − B) I(a,b)
= L((X − A)ᵃ⁺¹ (X − B)ᵇ) + (A − B) L((X − A)ᵃ (X − B)ᵇ)
= L((X − A)ᵃ (X − B)ᵇ⁺¹).

The step needs the formula at a + 1 as well as at a, which is why `hall` treats all a together while `induction b` climbs. Uniqueness follows from the column b = 0 alone. The converse is the previous theorem.

L is only required to be linear. It need not be integration against a positive weight, let alone a Gaussian.

```lean
/-- A finite linear relation holds among the entries of every array obeying the horizontal
recurrence if and only if it holds among the polynomials `(X-A)^a (X-B)^b`. -/
theorem relation_iff_polynomial_identity (A B : R) (s : Finset (ℕ × ℕ)) (c : ℕ × ℕ → R) :
    (∀ I, Horizontal A B I → ∑ p ∈ s, c p * I p.1 p.2 = 0) ↔
      ∑ p ∈ s, c p • ((X - C A) ^ p.1 * (X - C B) ^ p.2) = 0 := by
  constructor
  · intro h
    -- test the relation on the functional that reads off the `n`-th coefficient
    ext n
    have hn := h _ (horizontal_of_functional A B (lcoeff R n))
    simpa only [lcoeff_apply, Polynomial.finsetSum_coeff, coeff_smul, smul_eq_mul, coeff_zero] using hn
  · intro h I hI
    obtain ⟨L, hL, -⟩ := (horizontal_iff_existsUnique_functional A B I).1 hI
    have h0 := congrArg L h
    rw [map_sum, map_zero] at h0
    rw [← h0]
    refine Finset.sum_congr rfl fun p _ => ?_
    rw [map_smul, smul_eq_mul, hL p.1 p.2]
```

Here `s` is a finite set of index pairs and `c` gives each pair a coefficient. The relation Σ c(a,b) I(a,b) = 0 holds for every array obeying the recurrence exactly when

Σ c(a,b) (X − A)ᵃ (X − B)ᵇ = 0

as a polynomial. For instance, expanding (X − B)² about A gives

I(0,2) = I(2,0) + 2(A − B) I(1,0) + (A − B)² I(0,0).

From polynomials to arrays, apply L. In the other direction, use the functional `lcoeff R n`, which reads off the coefficient of Xⁿ. Its moments obey the recurrence, so the assumed relation makes the nth coefficient of the sum vanish, for every n. A relation that relies on the Gaussian shape of the weight, such as one found by integrating by parts, need not be of this kind.

## From functionals to integrals

```lean
/-- If a weight on the line has finite moments of every order about `A`, then all its
two-centre moments about `A` and `B` are finite. -/
theorem integrable_two_centre {A : ℝ} (B : ℝ) {w : ℝ → ℝ}
    (hw : ∀ n : ℕ, Integrable fun x : ℝ => (x - A) ^ n * w x) (b : ℕ) :
    ∀ a : ℕ, Integrable fun x : ℝ => (x - A) ^ a * (x - B) ^ b * w x := by
  induction b with
  | zero =>
    intro a
    simpa only [pow_zero, mul_one] using hw a
  | succ b ih =>
    intro a
    refine ((ih (a + 1)).add ((ih a).const_mul (A - B))).congr (ae_of_all _ fun x => ?_)
    simp only [Pi.add_apply]
    ring
```

Now `w` is a real weight on the line. The hypothesis `hw` says that (x − A)ⁿ w(x) is integrable for every n: physically, the distribution falls off fast enough for all its multipole moments about A to be finite. The theorem extends this to all products (x − A)ᵃ (x − B)ᵇ w(x). The proof is again induction on b, since the integrand at b + 1 is a combination of two integrands at b.

```lean
/-- The two-centre moment integrals of a weight with finite moments of every order about `A`
obey the horizontal recurrence. -/
theorem horizontal_of_weight {A : ℝ} (B : ℝ) {w : ℝ → ℝ}
    (hw : ∀ n : ℕ, Integrable fun x : ℝ => (x - A) ^ n * w x) :
    Horizontal A B (fun a b => ∫ x : ℝ, (x - A) ^ a * (x - B) ^ b * w x) := by
  intro a b
  have e : (fun x : ℝ => (x - A) ^ a * (x - B) ^ (b + 1) * w x) = fun x : ℝ =>
      (x - A) ^ (a + 1) * (x - B) ^ b * w x + (A - B) * ((x - A) ^ a * (x - B) ^ b * w x) := by
    funext x
    ring
  change (∫ x : ℝ, (x - A) ^ a * (x - B) ^ (b + 1) * w x) =
    (∫ x : ℝ, (x - A) ^ (a + 1) * (x - B) ^ b * w x) +
      (A - B) * ∫ x : ℝ, (x - A) ^ a * (x - B) ^ b * w x
  rw [e, integral_add (integrable_two_centre B hw b (a + 1))
    ((integrable_two_centre B hw b a).const_mul (A - B)), integral_const_mul]
```

Integrating the same identity gives the recurrence for the moments of `w`. Splitting the integral of a sum requires both parts to be integrable, which the previous theorem supplies.

## Gaussian overlaps

```lean
/-- The one-dimensional overlap integral of two unnormalised Cartesian Gaussians with
exponents `α`, `β`, centres `A`, `B` and powers `a`, `b`, for `α` and `β` positive. -/
noncomputable def overlap (α β A B : ℝ) (a b : ℕ) : ℝ :=
  ∫ x : ℝ, (x - A) ^ a * (x - B) ^ b *
    (Real.exp (-α * (x - A) ^ 2) * Real.exp (-β * (x - B) ^ 2))
```

This is the overlap S(a,b) of two unnormalised one-dimensional Gaussians with exponents α and β. If each function is normalised, the overlaps Ŝ(a,b) obey a rescaled recurrence, which follows by hand from the Gaussian norms and is not in the file:

Ŝ(a,b+1) = √(4β/(2b+1)) [ √((2a+1)/(4α)) Ŝ(a+1,b) + (A − B) Ŝ(a,b) ].

```lean
/-- One-dimensional overlap integrals of unnormalised Cartesian Gaussians with positive exponents
obey the horizontal recurrence. -/
theorem overlap_horizontal {α β : ℝ} (hα : 0 < α) (hβ : 0 < β) (A B : ℝ) :
    Horizontal A B (overlap α β A B) := by
  refine horizontal_of_weight B (w := fun x =>
    Real.exp (-α * (x - A) ^ 2) * Real.exp (-β * (x - B) ^ 2)) fun n => ?_
  have h0 : Integrable fun x : ℝ => x ^ n * Real.exp (-α * x ^ 2) := by
    have hn : (-1 : ℝ) < (n : ℝ) := by
      have : (0 : ℝ) ≤ n := n.cast_nonneg
      linarith
    simpa only [Real.rpow_natCast] using integrable_rpow_mul_exp_neg_mul_sq hα hn
  -- the second Gaussian is at most one, so the first one dominates
  refine (h0.comp_sub_right A).mono (Continuous.aestronglyMeasurable (by fun_prop))
    (ae_of_all _ fun x => ?_)
  have hb : Real.exp (-β * (x - B) ^ 2) ≤ 1 :=
    Real.exp_le_one_iff.mpr (by nlinarith [mul_nonneg hβ.le (sq_nonneg (x - B))])
  change ‖(x - A) ^ n * (Real.exp (-α * (x - A) ^ 2) * Real.exp (-β * (x - B) ^ 2))‖ ≤
    ‖(x - A) ^ n * Real.exp (-α * (x - A) ^ 2)‖
  rw [← mul_assoc, norm_mul _ (Real.exp (-β * (x - B) ^ 2))]
  exact mul_le_of_le_one_right (norm_nonneg _)
    (by rwa [Real.norm_of_nonneg (Real.exp_pos _).le])

end HorizontalRecurrence
```

For α, β > 0 the unnormalised overlaps obey the recurrence. Only the finite moments need checking. Mathlib supplies the integrability of xⁿ exp(−αx²), and `comp_sub_right` moves it to centre A. The second Gaussian never exceeds 1, so

|(x − A)ⁿ exp(−α(x − A)²) exp(−β(x − B)²)| ≤ |(x − A)ⁿ exp(−α(x − A)²)|,

and the product is integrable too.

For an electronic-structure program, this means that unnormalised one-dimensional overlaps with b > 0 can be built from the column b = 0 without returning to the exponents. The integrals treated here are these overlaps and moments of a weight on the line; electron-repulsion integrals are not covered.

```lean
#print axioms HorizontalRecurrence.horizontal_iff_existsUnique_functional
#print axioms HorizontalRecurrence.relation_iff_polynomial_identity
#print axioms HorizontalRecurrence.overlap_horizontal
```

```
'HorizontalRecurrence.horizontal_iff_existsUnique_functional' depends on axioms: [propext, Classical.choice, Quot.sound]
'HorizontalRecurrence.relation_iff_polynomial_identity' depends on axioms: [propext, Classical.choice, Quot.sound]
'HorizontalRecurrence.overlap_horizontal' depends on axioms: [propext, Classical.choice, Quot.sound]
```
